# A state whose exchange errors are at most ε lies within ε(N − H_N) of its antisymmetrized part

Suppose an $N$-electron wavefunction $\psi$ is stored as a compressed tensor over labelled electrons, and truncation has slightly spoiled its antisymmetry. Before it is used as a fermionic state, one wants to know how far it lies from its antisymmetrized part. Let $P_{ij}$ be the unitary that exchanges electrons $i$ and $j$. For normalised $\psi$ the error of this exchange follows from one overlap,

$$\|\psi+P_{ij}\psi\|^2 = 2+2\langle\psi,P_{ij}\psi\rangle ,$$

which is real because $P_{ij}$ is unitary and its own inverse. Ten electrons have 45 such overlaps, while the antisymmetrizer has $10! = 3\,628\,800$ terms. If every overlap is at most $-0.99995$, every exchange error is at most $\varepsilon = 0.01$. The bound derived here then places $\psi$ within $0.071$ of its antisymmetrized part, since $10-H_{10}\approx 7.071$, where $H_N = 1+\tfrac12+\dots+\tfrac1N$.

## Permutations as unitaries, with and without the sign

The states form a complex inner-product space $E$, which may have infinite dimension and need not be complete. The particle number $N$ is any natural number, and the particles are numbered $0,\dots,N-1$.

```lean
import Mathlib

open Equiv

namespace ApproximateAntisymmetry

noncomputable section

variable {E : Type*} [NormedAddCommGroup E] [InnerProductSpace ℂ E] {N : ℕ}
```

Each permutation $w$ acts by a unitary $U(w)$, with $U(ab)=U(a)U(b)$. Fermionic symmetry is easiest to express through the signed action

$$S(w)=\operatorname{sgn}(w)\,U(w),$$

because an antisymmetric state is one that every $S(w)$ leaves alone.

```lean
/-- The signed action of a permutation `w` of the particles: the unitary `U w` multiplied by
the sign of `w`. -/
def signed (U : Perm (Fin N) →* (E ≃ₗᵢ[ℂ] E)) (w : Perm (Fin N)) : E →ₗ[ℂ] E :=
  ((Perm.sign w : ℤ) : ℂ) • ((U w).toLinearEquiv : E →ₗ[ℂ] E)
```

In Lean, `Perm (Fin N) →* (E ≃ₗᵢ[ℂ] E)` is the type of such a representation: a group homomorphism into the norm-preserving invertible linear maps. The antisymmetrizer averages the signed action,

$$A\psi=\frac1{N!}\sum_w S(w)\psi .$$

```lean
/-- The antisymmetrizer: the average of the signed action over all `N!` permutations. -/
def antisymmetrizer (U : Perm (Fin N) →* (E ≃ₗᵢ[ℂ] E)) (ψ : E) : E :=
  (N.factorial : ℂ)⁻¹ • ∑ w, signed U w ψ
```

The definition of $S$, applied to a state, reads $S(w)\psi=\operatorname{sgn}(w)\,U(w)\psi$.

```lean
/-- The signed action on a state is the sign of the permutation times the permuted state. -/
theorem signed_apply (U : Perm (Fin N) →* (E ≃ₗᵢ[ℂ] E)) (w : Perm (Fin N)) (ψ : E) :
    signed U w ψ = ((Perm.sign w : ℤ) : ℂ) • U w ψ := rfl
```

Signs multiply as permutations do, so $S$ is again a representation:

$$S(ab)\psi=\operatorname{sgn}(a)\operatorname{sgn}(b)\,U(a)U(b)\psi=S(a)S(b)\psi .$$

```lean
/-- The signed action of a product of permutations is the product of the signed actions. -/
theorem signed_mul (U : Perm (Fin N) →* (E ≃ₗᵢ[ℂ] E)) (a b : Perm (Fin N)) (ψ : E) :
    signed U (a * b) ψ = signed U a (signed U b ψ) := by
  have hU : U (a * b) ψ = U a (U b ψ) := by rw [map_mul]; rfl
  simp only [signed_apply, hU, map_smul, smul_smul, Perm.sign_mul, Units.val_mul, Int.cast_mul]
  rw [mul_comm]
```

## The cost of one more exchange

Call $d(w)=\|\psi-S(w)\psi\|$ the defect of $w$. Let $t$ exchange two distinct particles $i$ and $j$, so that $U(t)=P_{ij}$ and $S(t)=-P_{ij}$. Then

$$\psi-S(tw)\psi=\psi+P_{ij}S(w)\psi=(\psi+P_{ij}\psi)-P_{ij}\bigl(\psi-S(w)\psi\bigr).$$

Since $P_{ij}$ preserves the norm, the triangle inequality gives

$$d(tw)\le d(w)+\|\psi+P_{ij}\psi\| .$$

```lean
/-- One more exchange of two distinct particles raises the antisymmetry defect of a permutation
by at most the error of that exchange. -/
theorem defect_swap_mul (U : Perm (Fin N) →* (E ≃ₗᵢ[ℂ] E)) (ψ : E) {i j : Fin N}
    (hij : i ≠ j) (w : Perm (Fin N)) :
    ‖ψ - signed U (swap i j * w) ψ‖ ≤ ‖ψ - signed U w ψ‖ + ‖ψ + U (swap i j) ψ‖ := by
  have hs : ∀ x, signed U (swap i j) x = -U (swap i j) x := fun x => by
    rw [signed_apply, Perm.sign_swap hij]; simp
  have hsplit : ψ - signed U (swap i j * w) ψ
      = (ψ + U (swap i j) ψ) - U (swap i j) (ψ - signed U w ψ) := by
    rw [signed_mul, hs, map_sub]; abel
  rw [hsplit]
  refine (norm_sub_le _ _).trans ?_
  rw [LinearIsometryEquiv.norm_map, add_comm]
```

The equation `hsplit` is the displayed decomposition. In the product `swap i j * w` the right factor acts first, so the exchange comes after $w$.

## Summing the defects over all permutations

A permutation of $N$ particles can be built from at most $N-1$ exchanges when $N\ge1$, which already suggests a linear bound. Averaging the number of exchanges needed replaces $N-1$ by $N-H_N$, which is smaller once $N\ge2$. The average can be bounded by induction, for any real function $f$ on permutations with $f(1)\le 0$ that grows by at most $\varepsilon$ with each exchange. Let $F_n$ be the sum of such a function over the permutations of $n$ particles. The claim is

$$F_n\le n!\,(n-H_n)\,\varepsilon .$$

For $n=0$ there is only the identity, and both $H_0$ and the bound are zero.

For the step to $n+1$ particles, every permutation is uniquely a permutation $e$ that fixes particle 0, followed either by nothing or by an exchange of 0 with one of the $n$ others. Let $G$ be the sum of $f$ over the $n!$ permutations that fix particle 0. Each of the other $n$ families costs at most $G+n!\,\varepsilon$, so

$$F_{n+1}\le G+n\,(G+n!\,\varepsilon)=(n+1)\,G+n\,n!\,\varepsilon .$$

Permutations fixing 0 are permutations of $n$ particles, and the induction hypothesis gives $G\le n!\,(n-H_n)\,\varepsilon$. Hence

$$F_{n+1}\le (n+1)!\left(n-H_n+\frac{n}{n+1}\right)\varepsilon=(n+1)!\,(n+1-H_{n+1})\,\varepsilon ,$$

because $\frac{n}{n+1}=1-\frac1{n+1}$.

```lean
/-- If a cost on permutations is at most zero at the identity and grows by at most `ε` with each
exchange, its sum over all permutations of `n` particles is at most `n! (n - H_n) ε`. -/
theorem sum_cost_le (ε : ℝ) (n : ℕ) : ∀ f : Perm (Fin n) → ℝ, f 1 ≤ 0 →
    (∀ i j w, i ≠ j → f (swap i j * w) ≤ f w + ε) →
    ∑ w, f w ≤ n.factorial * ((n : ℝ) - ∑ k ∈ Finset.range n, 1 / ((k : ℝ) + 1)) * ε := by
  induction n with
  | zero =>
    intro f h1 _
    rw [Fintype.sum_subsingleton f 1]
    simpa using h1
  | succ n ih =>
    intro f h1 hf
    -- each permutation is one fixing particle 0, followed by an exchange of 0 with `p`
    have hd : ∀ (p : Fin (n + 1)) (e : Perm (Fin n)), Perm.decomposeFin.symm (p, e)
        = swap 0 p * Perm.decomposeFin.symm (0, e) := by
      intro p e
      refine Equiv.ext fun x => ?_
      induction x using Fin.cases with
      | zero => simp
      | succ k => simp
    have hs : ∀ (i j : Fin n) (e : Perm (Fin n)), Perm.decomposeFin.symm (0, swap i j * e)
        = swap i.succ j.succ * Perm.decomposeFin.symm (0, e) := by
      intro i j e
      refine Equiv.ext fun x => ?_
      induction x using Fin.cases with
      | zero =>
        rw [Perm.mul_apply, Perm.decomposeFin_symm_apply_zero, Perm.decomposeFin_symm_apply_zero,
          swap_apply_of_ne_of_ne (Fin.succ_ne_zero i).symm (Fin.succ_ne_zero j).symm]
      | succ k =>
        simp only [Perm.mul_apply, Perm.decomposeFin_symm_apply_succ, swap_self,
          Equiv.refl_apply, (Fin.succ_injective n).swap_apply]
    have hone : Perm.decomposeFin.symm ((0 : Fin (n + 1)), (1 : Perm (Fin n))) = 1 := by
      refine Equiv.ext fun x => ?_
      induction x using Fin.cases with
      | zero => simp
      | succ k => simp
    have hG := ih (fun e => f (Perm.decomposeFin.symm (0, e))) (by simpa only [hone] using h1)
      (fun i j w hij => by
        simp only [hs]
        exact hf _ _ _ fun h => hij (Fin.succ_injective n h))
    have hX : ∑ i : Fin n, ∑ e, f (Perm.decomposeFin.symm (i.succ, e))
        ≤ n * (∑ e, f (Perm.decomposeFin.symm (0, e)) + n.factorial * ε) := by
      calc _ ≤ ∑ _i : Fin n, ∑ e, (f (Perm.decomposeFin.symm (0, e)) + ε) :=
            Finset.sum_le_sum fun i _ => Finset.sum_le_sum fun e _ => by
              rw [hd i.succ e]
              exact hf _ _ _ (Fin.succ_ne_zero i).symm
        _ = _ := by
            simp [Finset.sum_add_distrib, Fintype.card_perm]
            ring
    -- the recursion satisfied by the bound
    have key : ((n + 1).factorial : ℝ) * (((n + 1 : ℕ) : ℝ)
          - ∑ k ∈ Finset.range (n + 1), 1 / ((k : ℝ) + 1)) * ε
        = ((n : ℝ) + 1) * (n.factorial * ((n : ℝ)
          - ∑ k ∈ Finset.range n, 1 / ((k : ℝ) + 1)) * ε) + n * (n.factorial * ε) := by
      rw [Finset.sum_range_succ, Nat.factorial_succ]
      generalize ∑ k ∈ Finset.range n, 1 / ((k : ℝ) + 1) = H
      have hn : (n : ℝ) + 1 ≠ 0 := by positivity
      push_cast
      field_simp
      ring
    rw [key, ← Perm.decomposeFin.symm.sum_comp, Fintype.sum_prod_type, Fin.sum_univ_succ]
    have hm := mul_le_mul_of_nonneg_left hG (by positivity : (0 : ℝ) ≤ (n : ℝ) + 1)
    linarith
```

Mathlib's `Perm.decomposeFin` supplies the unique factorisation. `hd` identifies its first component with the final exchange of particle 0. `hs` and `hone` show that exchanges and the identity on $n$ particles become exchanges and the identity on the larger set, which lets the induction hypothesis apply in `hG`. The bound on the other $n$ families is `hX`, and `key` is the recursion for $n!\,(n-H_n)\,\varepsilon$. The harmonic number appears as a sum of `1 / ((k : ℝ) + 1)` over $k=0,\dots,n-1$.

## From pair errors to the distance from Aψ

Assume now that $\|\psi+P_{ij}\psi\|\le\varepsilon$ for all $i\ne j$. There are $N!$ permutations, so $\psi$ is the average of $N!$ copies of itself, and

$$\psi-A\psi=\frac1{N!}\sum_w\bigl(\psi-S(w)\psi\bigr).$$

The defect $d$ vanishes at the identity and grows by at most $\varepsilon$ per exchange. The triangle inequality and the summed bound therefore give

$$\|\psi-A\psi\|\le\frac1{N!}\sum_w d(w)\le\varepsilon\,(N-H_N).$$

```lean
/-- If every exchange of two particles reverses the sign of `ψ` up to an error `ε` in norm, then
`ψ` differs from its antisymmetrized part by at most `ε (N - H_N)`, `H_N = 1 + 1/2 + ... + 1/N`. -/
theorem norm_sub_antisymmetrizer_le (U : Perm (Fin N) →* (E ≃ₗᵢ[ℂ] E)) (ψ : E) (ε : ℝ)
    (h : ∀ i j, i ≠ j → ‖ψ + U (swap i j) ψ‖ ≤ ε) :
    ‖ψ - antisymmetrizer U ψ‖
      ≤ ε * ((N : ℝ) - ∑ k ∈ Finset.range N, 1 / ((k : ℝ) + 1)) := by
  have hpos : (0 : ℝ) < N.factorial := by exact_mod_cast N.factorial_pos
  have hne : (N.factorial : ℂ) ≠ 0 := by exact_mod_cast N.factorial_ne_zero
  -- the error is the average of the defects of the single permutations
  have havg : ψ - antisymmetrizer U ψ
      = (N.factorial : ℂ)⁻¹ • ∑ w, (ψ - signed U w ψ) := by
    rw [Finset.sum_sub_distrib, Finset.sum_const, Finset.card_univ, Fintype.card_perm,
      Fintype.card_fin, smul_sub, ← Nat.cast_smul_eq_nsmul ℂ, smul_smul,
      inv_mul_cancel₀ hne, one_smul, antisymmetrizer]
  have hsum := sum_cost_le ε N (fun w => ‖ψ - signed U w ψ‖) (by simp [signed_apply])
    (fun i j w hij => (defect_swap_mul U ψ hij w).trans (by linarith [h i j hij]))
  rw [havg, norm_smul, norm_inv, Complex.norm_natCast, inv_mul_le_iff₀ hpos]
  refine (norm_sum_le _ _).trans (hsum.trans (le_of_eq ?_))
  ring
```

The averaging identity is `havg`, and `hsum` applies the induction result to the defects. The hypothesis `h` runs over all ordered pairs of distinct particles, and hence over every transposition. It is an assumption about the given state: the theorem does not say how small the exchange errors of a particular ansatz are.

The state need not be normalised, so $\varepsilon$ is an absolute error in the norm of $E$. For $N=0$ and $N=1$ there is nothing to exchange, the factor $N-H_N$ is zero, and $\psi=A\psi$. For $N=2$ the bound is attained, as shown below. For $N\ge3$ it is not sharp: the known eigenvalues of the sum of all transpositions give $\|\psi-A\psi\|\le\tfrac12\varepsilon\sqrt{N-1}$, which is about $0.015$ in the ten-electron example. That stronger estimate rests on the gap between the lowest two of these eigenvalues and is not proved here, whereas the present bound follows from the triangle inequality and counting. The bound says little once $\varepsilon(N-H_N)$ reaches $\|\psi\|$.

The same argument with every sign replaced by $+1$ gives a bosonic neighbour: if $\|\psi-P_{ij}\psi\|\le\varepsilon$ for every pair, then $\psi$ is within $\varepsilon(N-H_N)$ of its symmetrized part. The Lean development treats only the fermionic case.

## Aψ is antisymmetric, and the converse estimate

The vector $A\psi$ has the required symmetry, although it is in general not normalised and can even be zero, as it is for two electrons in the same spin-orbital. Multiplying all permutations $v$ by a fixed $w$ only reorders the sum:

$$S(w)A\psi=\frac1{N!}\sum_v S(wv)\psi=A\psi .$$

```lean
/-- The antisymmetrized state is unchanged by the signed action of every permutation. -/
theorem signed_antisymmetrizer (U : Perm (Fin N) →* (E ≃ₗᵢ[ℂ] E)) (w : Perm (Fin N)) (ψ : E) :
    signed U w (antisymmetrizer U ψ) = antisymmetrizer U ψ := by
  simp only [antisymmetrizer, map_smul, map_sum, ← signed_mul]
  congr 1
  exact Equiv.sum_comp (Equiv.mulLeft w) fun v => signed U v ψ
```

The reordering is `Equiv.sum_comp` applied to left multiplication by `w`. For an exchange, this invariance says $P_{ij}A\psi=-A\psi$. It follows that

$$\psi+P_{ij}\psi=(\psi-A\psi)+P_{ij}(\psi-A\psi),$$

and therefore $\|\psi+P_{ij}\psi\|\le 2\,\|\psi-A\psi\|$. A state close to its antisymmetrized part has small exchange errors for every pair.

```lean
/-- Conversely, the error of each exchange of two distinct particles is at most twice the distance
of `ψ` from its antisymmetrized part. -/
theorem exchange_error_le (U : Perm (Fin N) →* (E ≃ₗᵢ[ℂ] E)) (ψ : E) {i j : Fin N}
    (hij : i ≠ j) : ‖ψ + U (swap i j) ψ‖ ≤ 2 * ‖ψ - antisymmetrizer U ψ‖ := by
  have hA := signed_antisymmetrizer U (swap i j) ψ
  rw [signed_apply, Perm.sign_swap hij] at hA
  have hA' : U (swap i j) (antisymmetrizer U ψ) = -antisymmetrizer U ψ := by
    rw [← neg_eq_iff_eq_neg]; simpa using hA
  have hsplit : ψ + U (swap i j) ψ
      = (ψ - antisymmetrizer U ψ) + U (swap i j) (ψ - antisymmetrizer U ψ) := by
    rw [map_sub, hA']; abel
  rw [hsplit]
  refine (norm_add_le _ _).trans ?_
  rw [LinearIsometryEquiv.norm_map, two_mul]
```

For two particles the estimates meet. There is a single exchange, and $2-H_2=\tfrac12$, so taking $\varepsilon=\|\psi+P_{01}\psi\|$ in the main bound gives

$$\|\psi-A\psi\|\le\tfrac12\|\psi+P_{01}\psi\|\le\|\psi-A\psi\| .$$

Both inequalities are equalities.

```lean
/-- For two particles the distance of `ψ` from its antisymmetrized part is exactly half the
exchange error. -/
theorem two_particle_error (U : Perm (Fin 2) →* (E ≃ₗᵢ[ℂ] E)) (ψ : E) :
    ‖ψ - antisymmetrizer U ψ‖ = ‖ψ + U (swap 0 1) ψ‖ / 2 := by
  have hup := norm_sub_antisymmetrizer_le U ψ ‖ψ + U (swap 0 1) ψ‖ (by
    intro i j hij
    have hsw : swap i j = swap 0 1 := by
      revert i j; decide
    rw [hsw])
  have hlow := exchange_error_le U ψ (show (0 : Fin 2) ≠ 1 by decide)
  norm_num [Finset.sum_range_succ] at hup
  linarith
```

Here `hup` and `hlow` are the two estimates, and `decide` confirms that two particles have only one exchange.

## Amplitudes with permuted arguments

The abstract unitaries include the usual action on wavefunctions. Let each particle carry a label from a finite set $\sigma$, for example one of a set of orthonormal spin-orbitals, or a point of a uniform grid with spin. A state is then a table of amplitudes $\psi(s_0,\dots,s_{N-1})$ with the usual sum-of-squares norm, and

$$(U(w)\psi)(s_0,\dots,s_{N-1})=\psi(s_{w(0)},\dots,s_{w(N-1)}).$$

Permuting the arguments only rearranges the table, so the norm is preserved.

```lean
/-- Permutations acting on `N`-particle amplitudes `ψ(s_0, ..., s_{N-1})` by permuting the
arguments, where each particle has the finite set `σ` of one-particle labels. -/
def exchange (σ : Type*) [Fintype σ] (N : ℕ) :
    Perm (Fin N) →* (EuclideanSpace ℂ (Fin N → σ) ≃ₗᵢ[ℂ] EuclideanSpace ℂ (Fin N → σ)) where
  toFun w := LinearIsometryEquiv.piLpCongrLeft 2 ℂ ℂ (Equiv.arrowCongr w (Equiv.refl σ))
  map_one' := LinearIsometryEquiv.ext fun ψ => by ext s; rfl
  map_mul' a b := LinearIsometryEquiv.ext fun ψ => by ext s; rfl
```

The function `exchange σ N` is this representation, and all the preceding theorems apply to it. The finite label set belongs to this example, not to the general bound.

Take two spins, each with labels 0 and 1, in the normalised product state $|01\rangle$.

```lean
/-- The two-spin product state with amplitude one at the labels `(0, 1)` and zero elsewhere. -/
def upDown : EuclideanSpace ℂ (Fin 2 → Fin 2) :=
  WithLp.toLp 2 fun s => if s 0 = 0 ∧ s 1 = 1 then 1 else 0
```

Exchanging the particles turns $|01\rangle$ into $|10\rangle$. These are orthogonal unit vectors, so

$$\bigl\||01\rangle+|10\rangle\bigr\|^2=1+1=2 .$$

```lean
/-- For the two-spin product state `upDown`, under permutation of the arguments, the squared
exchange error is two. -/
theorem exchange_witness : ‖upDown + exchange (Fin 2) 2 (swap 0 1) upDown‖ ^ 2 = 2 := by
  have hx : ∀ s : Fin 2 → Fin 2, (exchange (Fin 2) 2 (swap 0 1) upDown).ofLp s
      = if s 1 = 0 ∧ s 0 = 1 then 1 else 0 := fun s => rfl
  rw [EuclideanSpace.norm_sq_eq, ← (finTwoArrowEquiv (Fin 2)).symm.sum_comp,
    Fintype.sum_prod_type]
  simp only [PiLp.add_apply, hx]
  norm_num [Fin.sum_univ_two, upDown, finTwoArrowEquiv]

end

end ApproximateAntisymmetry
```

In the proof, `hx` writes out the amplitudes after the exchange, and the squared norm becomes a sum over the four label pairs. The exchange error is $\sqrt2$, so by the two-particle equality this product state lies at distance $1/\sqrt2$ from its antisymmetrized part $(|01\rangle-|10\rangle)/2$.

```lean
#print axioms ApproximateAntisymmetry.exchange_error_le
#print axioms ApproximateAntisymmetry.two_particle_error
```

```
'ApproximateAntisymmetry.exchange_error_le' depends on axioms: [propext, Classical.choice, Quot.sound]
'ApproximateAntisymmetry.two_particle_error' depends on axioms: [propext, Classical.choice, Quot.sound]
```
